# For constant E orthogonal to a constant nonzero B, the non-relativistic Boris velocity step keeps the E × B drift exact at every step size

I push non-relativistic ions through steady, uniform crossed fields with the Boris scheme. My time step is so long that each gyration gets only a few steps, and I know that the rotation angle per step is then wrong. Is the drift velocity $E\times B/|B|^2$ wrong as well, and can the gyration speed creep upwards over a long run?

## In the velocity, only the gyration angle suffers from a long step

The answer depends on how the magnetic part of the step is modelled. Here it is the formula that the algorithm evaluates, with two cross products, and not a rotation through the true gyration angle. For this formula neither of your worries comes true: the drift velocity is a fixed point of the step, and the distance of the velocity from it never changes.

Absorb the charge-to-mass ratio into the fields, so that $\dot v = E + v\times B$. For step size $h$, put $t = hB/2$ (a vector, not the time) and $c = 2/(1+|t|^2)$. The magnetic stage is

$$R(v) = v + (v + v\times t)\times (c\,t),$$

and the full step is $v \mapsto R(v + \tfrac h2 E) + \tfrac h2 E$.

**Length.** Let $a = v\times t$, so that $R(v) = v + c\,(a + a\times t)$. We have $v\cdot a = 0$ and $v\cdot(a\times t) = -|a|^2$. Since $a\perp t$, also $|a + a\times t|^2 = |a|^2(1+|t|^2)$. Therefore

$$|R(v)|^2 - |v|^2 = c\,|a|^2\,\bigl(c(1+|t|^2) - 2\bigr) = 0.$$

**Cayley form.** Apply $R$ to $w - b$, where $b = w\times t$. The inner bracket is $w - b + b - b\times t = w - b\times t$. Because $b\perp t$, we have $(b\times t)\times t = -|t|^2 b$, so the added term is $c(1+|t|^2)\,b = 2b$. Hence $R(w - w\times t) = w + w\times t$.

**Fixed point.** Let $u = E\times B/|B|^2$. From $(E\times B)\times B = (E\cdot B)B - |B|^2E$ and $E\cdot B = 0$ we get $E + u\times B = 0$, so $\tfrac h2E = -u\times t$. The first kick takes $u$ to $u - u\times t$, the magnetic stage takes this to $u + u\times t$, and the second kick returns it to $u$.

**Conservation.** $R$ is linear, and the kicks cancel in the difference of two velocities. With $v_n$ the velocity after $n$ steps, $v_{n+1} - u = R(v_n - u)$, so $|v_n - u| = |v_0 - u|$ by induction.

**Converse.** The magnetic stage adds a vector orthogonal to $B$, so one step changes $v\cdot B$ by exactly $h\,E\cdot B$. If $h\neq 0$ and some velocity is fixed, then $E\cdot B = 0$. In the orthogonal case $v\cdot B$ is constant, so the part of $v-u$ perpendicular to $B$, whose length is your gyration speed, keeps that length too. By the Cayley form, for $h\neq 0$ this part also turns about $B$ by the same angle $2\arctan|t|$, strictly between $0$ and $\pi$, in every step. It therefore averages to zero over a long run, and the mean velocity across $B$ tends to $u$ (the Lean code does not state these consequences for the perpendicular part of the velocity).

The same definitions and steps in Lean:

```lean
import Mathlib

open Matrix

namespace BorisPusher

noncomputable section

/-- Vectors of three-dimensional space, in Cartesian components. -/
abbrev Vec := Fin 3 → ℝ

/-- The Euclidean length of a vector. -/
def len (v : Vec) : ℝ := Real.sqrt (v ⬝ᵥ v)

/-- The magnetic stage of the Boris scheme: `v' = v + v × t`, followed by
`v + v' × s` with `s = 2 t / (1 + |t|²)`. -/
def magRotate (t v : Vec) : Vec :=
  v + (v + v ⨯₃ t) ⨯₃ ((2 / (1 + t ⬝ᵥ t)) • t)

/-- One Boris velocity step of size `h`: half electric kick, magnetic stage with `t = h B / 2`,
half electric kick. The charge-to-mass ratio is absorbed into the fields. -/
def borisStep (h : ℝ) (E B v : Vec) : Vec :=
  magRotate ((h / 2) • B) (v + (h / 2) • E) + (h / 2) • E

/-- The drift velocity `E × B / |B|²`, for a nonzero magnetic field `B`. -/
def drift (E B : Vec) : Vec := (1 / (B ⬝ᵥ B)) • (E ⨯₃ B)

/-- The coefficient `c = 2 / (1 + |t|²)` of the magnetic stage satisfies `c (1 + |t|²) = 2`. -/
theorem coeff_mul (t : Vec) : 2 / (1 + t ⬝ᵥ t) * (1 + t ⬝ᵥ t) = 2 := by
  have h0 : 0 ≤ t ⬝ᵥ t := Finset.sum_nonneg fun i _ => mul_self_nonneg (t i)
  exact div_mul_cancel₀ _ (by linarith)

/-- The magnetic stage preserves the length of the velocity. -/
theorem len_magRotate (t v : Vec) : len (magRotate t v) = len v := by
  have hc := coeff_mul t
  unfold len magRotate
  congr 1
  generalize 2 / (1 + t ⬝ᵥ t) = c at hc ⊢
  simp only [dotProduct, Fin.sum_univ_three] at hc
  simp [cross_apply, dotProduct, Fin.sum_univ_three, vecHead, vecTail]
  -- the change of |v|² is c |v × t|² (c (1 + |t|²) - 2)
  linear_combination c * ((v 1 * t 2 - v 2 * t 1) ^ 2 + (v 2 * t 0 - v 0 * t 2) ^ 2
    + (v 0 * t 1 - v 1 * t 0) ^ 2) * hc

/-- The magnetic stage maps the difference of two velocities to the difference of their images. -/
theorem magRotate_sub (t v w : Vec) :
    magRotate t v - magRotate t w = magRotate t (v - w) := by
  unfold magRotate
  generalize 2 / (1 + t ⬝ᵥ t) = c
  ext i
  fin_cases i <;> simp [cross_apply, vecHead, vecTail] <;> ring

/-- Cayley form of the magnetic stage: it sends `w - w × t` to `w + w × t`. -/
theorem magRotate_cayley (t w : Vec) : magRotate t (w - w ⨯₃ t) = w + w ⨯₃ t := by
  have hc := coeff_mul t
  unfold magRotate
  generalize 2 / (1 + t ⬝ᵥ t) = c at hc ⊢
  simp only [dotProduct, Fin.sum_univ_three] at hc
  ext i
  fin_cases i
  · simp [cross_apply, vecHead, vecTail]
    linear_combination (w 1 * t 2 - w 2 * t 1) * hc
  · simp [cross_apply, vecHead, vecTail]
    linear_combination (w 2 * t 0 - w 0 * t 2) * hc
  · simp [cross_apply, vecHead, vecTail]
    linear_combination (w 0 * t 1 - w 1 * t 0) * hc

/-- In one Boris step the product `v ⬝ B` changes by exactly `h E ⬝ B`. -/
theorem borisStep_dot (h : ℝ) (E B v : Vec) :
    borisStep h E B v ⬝ᵥ B = v ⬝ᵥ B + h * (E ⬝ᵥ B) := by
  unfold borisStep magRotate
  generalize 2 / (1 + ((h / 2) • B) ⬝ᵥ ((h / 2) • B)) = c
  simp [cross_apply, dotProduct, Fin.sum_univ_three, vecHead, vecTail]
  ring

/-- For `E` orthogonal to a nonzero `B`, the electric and magnetic forces cancel at the
drift velocity. -/
theorem drift_force_balance {E B : Vec} (hE : E ⬝ᵥ B = 0) (hB : B ≠ 0) :
    E + drift E B ⨯₃ B = 0 := by
  have hk : 1 / (B ⬝ᵥ B) * (B ⬝ᵥ B) = 1 :=
    div_mul_cancel₀ _ (fun h0 => hB (dotProduct_self_eq_zero.mp h0))
  unfold drift
  generalize 1 / (B ⬝ᵥ B) = k at hk ⊢
  simp only [dotProduct, Fin.sum_univ_three] at hk hE
  -- (E × B) × B = (E ⬝ B) B - |B|² E, component by component
  ext i
  fin_cases i
  · simp [cross_apply]
    linear_combination k * B 0 * hE - E 0 * hk
  · simp [cross_apply]
    linear_combination k * B 1 * hE - E 1 * hk
  · simp [cross_apply]
    linear_combination k * B 2 * hE - E 2 * hk

/-- A velocity at which the electric and magnetic forces cancel is fixed by the Boris step,
for every step size. -/
theorem borisStep_fixed (h : ℝ) {E B u : Vec} (hu : E + u ⨯₃ B = 0) :
    borisStep h E B u = u := by
  -- the half kick equals -u × t
  have h1 : (h / 2) • E = -(u ⨯₃ ((h / 2) • B)) := by
    rw [map_smul, eq_neg_of_add_eq_zero_left hu, smul_neg]
  have h2 := magRotate_cayley ((h / 2) • B) u
  rw [sub_eq_add_neg] at h2
  rw [borisStep, h1, h2]
  abel

/-- The difference of two velocities is changed by a Boris step through the magnetic
stage alone. -/
theorem borisStep_sub (h : ℝ) (E B v w : Vec) :
    borisStep h E B v - borisStep h E B w = magRotate ((h / 2) • B) (v - w) := by
  unfold borisStep
  rw [add_sub_add_right_eq_sub, magRotate_sub, add_sub_add_right_eq_sub]

/-- For constant `E` orthogonal to a nonzero constant `B`, and for every step size, the Boris step
fixes the drift velocity and conserves the distance of the velocity from it over any number
of steps. -/
theorem boris_drift_conservation (h : ℝ) {E B : Vec} (hE : E ⬝ᵥ B = 0) (hB : B ≠ 0) :
    borisStep h E B (drift E B) = drift E B ∧
      ∀ (n : ℕ) (v : Vec),
        len ((borisStep h E B)^[n] v - drift E B) = len (v - drift E B) := by
  have hfix := borisStep_fixed h (drift_force_balance hE hB)
  refine ⟨hfix, fun n v => ?_⟩
  induction n with
  | zero => rfl
  | succ n ih =>
    -- relative to the drift, one step is the magnetic stage
    have hs := borisStep_sub h E B ((borisStep h E B)^[n] v) (drift E B)
    rw [hfix] at hs
    rw [Function.iterate_succ_apply', hs, len_magRotate, ih]

/-- For a nonzero step size and a nonzero magnetic field, the Boris step has a fixed velocity
exactly when `E` is orthogonal to `B`. -/
theorem exists_fixed_iff {h : ℝ} (hh : h ≠ 0) {E B : Vec} (hB : B ≠ 0) :
    (∃ u, borisStep h E B u = u) ↔ E ⬝ᵥ B = 0 := by
  constructor
  · rintro ⟨u, hu⟩
    have hd := borisStep_dot h E B u
    rw [hu] at hd
    have hz : h * (E ⬝ᵥ B) = 0 := by linarith
    exact (mul_eq_zero.mp hz).resolve_left hh
  · intro hE
    exact ⟨drift E B, borisStep_fixed h (drift_force_balance hE hB)⟩

end

end BorisPusher
```

```lean
#print axioms BorisPusher.boris_drift_conservation
#print axioms BorisPusher.exists_fixed_iff
```

```
'BorisPusher.boris_drift_conservation' depends on axioms: [propext, Classical.choice, Quot.sound]
'BorisPusher.exists_fixed_iff' depends on axioms: [propext, Classical.choice, Quot.sound]
```

The main theorem, `boris_drift_conservation`, reads: for every real `h`, if `E ⬝ᵥ B = 0` and `B ≠ 0`, then the step maps `drift E B` to itself, and for every number of steps `n` and every initial velocity `v`, the velocity after `n` steps is as far from the drift as `v` was. The notation `(borisStep h E B)^[n]` means the step applied `n` times with the same fields. The second theorem, `exists_fixed_iff`, says that for `h ≠ 0` and `B ≠ 0` a fixed velocity exists exactly when the fields are orthogonal. The condition on `B` matters: a nonzero `E` with $B=0$ is trivially orthogonal to it, yet accelerates the particle in every step with $h\neq0$.

A `Vec` holds three real Cartesian components, so rounding is not modelled. Distance is measured by `len`, the square root of `v ⬝ᵥ v`, because the default norm on such functions in Mathlib is the largest component in absolute value. There is no Lorentz factor, so the relativistic version of the scheme is not covered. Positions do not appear. The step from here to your simulation is that the particle must meet the same $E$ and $B$ at every step, which holds in your steady, uniform fields but not in fields that vary in space or time.

In the proofs, `coeff_mul` supplies $c(1+|t|^2) = 2$. The lemmas on the magnetic stage then replace the fraction by a letter `c`, which leaves polynomial identities in components. In `len_magRotate`, `linear_combination` multiplies that relation by $c|v\times t|^2$, the factor found above; in `magRotate_cayley` the factor is the matching component of $w\times t$. `drift_force_balance` checks the double cross product in the same way, using orthogonality and $|B|^2/|B|^2 = 1$.

`borisStep_fixed` rewrites the half kick as $-u\times t$ and applies the Cayley form. `borisStep_sub` cancels the kicks, using the linearity in `magRotate_sub`. In the final induction, `Function.iterate_succ_apply'` splits off the last step, which is the magnetic stage acting on $v_n - u$ and so preserves its length. For the converse, `borisStep_dot` gives the change of $v\cdot B$.

The same argument gives a neighbouring result without orthogonality: for any constant $E$ and $B$, two particles with the same charge-to-mass ratio, pushed with the same step size, keep the length of their velocity difference, since `borisStep_sub` and `len_magRotate` apply at each step.

The limit of very long steps shows what does go wrong. For $w\perp B$, $R(w) = w + c\,w\times t - c|t|^2w$, which tends to $-w$ as $|t|\to\infty$. The gyrating part of the velocity then merely flips sign at each step: its phase is useless, but its length is right. For simulation practice in uniform orthogonal fields, the step size should therefore be chosen for the gyration phase and the orbit you need to resolve; a correct drift velocity says nothing about either.
